# For a qubit, the Hamiltonian part generated by σ_x does not commute with the dissipator of the lowering operator

A qubit's master equation has here a Hamiltonian part, r ↦ -i(Hr - rH) with H = σ_x, and a dissipator with one jump operator L, which takes the first basis vector to the second; ħ and the decay rate are set to one. The theorem says that these two linear maps on the complex 2×2 matrices do not commute. The proof supposes that they do and compares both orders on the identity matrix, which has trace 2 and is thus twice the maximally mixed state. The Hamiltonian part sends the identity to zero, while the dissipator sends it to the diagonal matrix with entries -1 and 1 (for the normalised state, -1/2 and 1/2). The Hamiltonian part should then send that diagonal matrix to zero as well, and the proof looks for a contradiction in its upper right entry.

As first written in Lean, the proof fails:

```lean
import Mathlib

open Matrix

namespace TransverseQubitNotCommute

noncomputable section

variable {n : Type*} [Fintype n] [DecidableEq n]

/-- The Hamiltonian part of a master equation, `r ↦ -i (H r - r H)`. -/
def coherent (H : Matrix n n ℂ) : Module.End ℂ (Matrix n n ℂ) where
  toFun r := (-Complex.I) • (H * r - r * H)
  map_add' r s := by
    simp only [Matrix.mul_add, Matrix.add_mul]
    module
  map_smul' c r := by
    simp only [Matrix.mul_smul, Matrix.smul_mul, RingHom.id_apply]
    module

/-- The Lindblad dissipator of a jump operator `L`,
`r ↦ L r L* - (L* L r + r L* L) / 2`. -/
def dissipator (L : Matrix n n ℂ) : Module.End ℂ (Matrix n n ℂ) where
  toFun r := L * r * Lᴴ - (1 / 2 : ℂ) • (Lᴴ * L * r + r * (Lᴴ * L))
  map_add' r s := by
    simp only [Matrix.mul_add, Matrix.add_mul]
    module
  map_smul' c r := by
    simp only [Matrix.mul_smul, Matrix.smul_mul, RingHom.id_apply]
    module

/-- For a qubit with the transverse Hamiltonian `σ_x` and the lowering operator as jump
operator, the Hamiltonian part and the dissipator do not commute. -/
theorem transverse_qubit_not_commute :
    ¬ Commute (coherent !![0, 1; 1, 0]) (dissipator !![0, 0; 1, 0]) := by
  intro h
  -- compare both orders on the identity matrix
  have h1 : coherent !![0, 1; 1, 0] (dissipator !![0, 0; 1, 0] 1)
      = dissipator !![0, 0; 1, 0] (coherent !![0, 1; 1, 0] 1) := LinearMap.congr_fun h.eq 1
  have hU : coherent !![0, 1; 1, 0] 1 = 0 := by simp [coherent]
  have hD : dissipator !![0, 0; 1, 0] 1 = !![-1, 0; 0, 1] := by
    ext i j
    fin_cases i <;> fin_cases j <;>
      norm_num [dissipator, Matrix.mul_apply, Fin.sum_univ_succ, Matrix.conjTranspose_apply]
  rw [hU, hD, map_zero] at h1
  have h2 := congrArg (fun M : Matrix (Fin 2) (Fin 2) ℂ => M 0 1) h1
  norm_num [coherent, Matrix.mul_apply, Fin.sum_univ_succ, Complex.ext_iff] at h2

end

end TransverseQubitNotCommute
```

Compiling this gives:

```
Main.lean:41:61: error: unsolved goals
case «0».«0»
h : Commute (coherent !![0, 1; 1, 0]) (dissipator !![0, 0; 1, 0])
h1 :
  (coherent !![0, 1; 1, 0]) ((dissipator !![0, 0; 1, 0]) 1) = (dissipator !![0, 0; 1, 0]) ((coherent !![0, 1; 1, 0]) 1)
hU : (coherent !![0, 1; 1, 0]) 1 = 0
⊢ (![0, 0] ᵥ* !![0, 0; 1, 0]ᴴ) 0 = 0

case «0».«1»
h : Commute (coherent !![0, 1; 1, 0]) (dissipator !![0, 0; 1, 0])
h1 :
  (coherent !![0, 1; 1, 0]) ((dissipator !![0, 0; 1, 0]) 1) = (dissipator !![0, 0; 1, 0]) ((coherent !![0, 1; 1, 0]) 1)
hU : (coherent !![0, 1; 1, 0]) 1 = 0
⊢ (![0, 0] ᵥ* !![0, 0; 1, 0]ᴴ) 1 = 0

case «1».«0»
h : Commute (coherent !![0, 1; 1, 0]) (dissipator !![0, 0; 1, 0])
h1 :
  (coherent !![0, 1; 1, 0]) ((dissipator !![0, 0; 1, 0]) 1) = (dissipator !![0, 0; 1, 0]) ((coherent !![0, 1; 1, 0]) 1)
hU : (coherent !![0, 1; 1, 0]) 1 = 0
⊢ (![1, 0] ᵥ* !![0, 0; 1, 0]ᴴ) 0 = 0

case «1».«1»
h : Commute (coherent !![0, 1; 1, 0]) (dissipator !![0, 0; 1, 0])
h1 :
  (coherent !![0, 1; 1, 0]) ((dissipator !![0, 0; 1, 0]) 1) = (dissipator !![0, 0; 1, 0]) ((coherent !![0, 1; 1, 0]) 1)
hU : (coherent !![0, 1; 1, 0]) 1 = 0
⊢ (![1, 0] ᵥ* !![0, 0; 1, 0]ᴴ) 1 = 1
```

The error lies in `hD`, the value of the dissipator on the identity. All four goals left over are true, but each contains a row of L multiplied by `!![0, 0; 1, 0]ᴴ`, with the conjugate transpose not worked out. `norm_num` had turned the matrix product into a row vector times a matrix, written `ᵥ*`. In that form `Matrix.mul_apply` finds no entry of a matrix product to expand, and `Matrix.conjTranspose_apply` finds no entry of `ᴴ` to rewrite, since the matrix stands there whole.

The repair first proves `hT`, which gives the conjugate transpose as the explicit matrix `!![0, 1; 0, 0]`. The new `simp only` unfolds the dissipator, puts in this matrix and removes the factors of the identity, before any entries are taken. `norm_num` then has only explicit matrices to multiply, and closes all four cases. Dropping `dissipator` and `Matrix.conjTranspose_apply` from its list is mere tidying, as their work is already done.

As a diff, the version that Lean accepts:

```diff
@@ -39,8 +39,11 @@
       = dissipator !![0, 0; 1, 0] (coherent !![0, 1; 1, 0] 1) := LinearMap.congr_fun h.eq 1
   have hU : coherent !![0, 1; 1, 0] 1 = 0 := by simp [coherent]
+  have hT : (!![0, 0; 1, 0] : Matrix (Fin 2) (Fin 2) ℂ)ᴴ = !![0, 1; 0, 0] := by
+    ext i j
+    fin_cases i <;> fin_cases j <;> simp [Matrix.conjTranspose_apply]
   have hD : dissipator !![0, 0; 1, 0] 1 = !![-1, 0; 0, 1] := by
+    simp only [dissipator, LinearMap.coe_mk, AddHom.coe_mk, hT, Matrix.mul_one, Matrix.one_mul]
     ext i j
-    fin_cases i <;> fin_cases j <;>
-      norm_num [dissipator, Matrix.mul_apply, Fin.sum_univ_succ, Matrix.conjTranspose_apply]
+    fin_cases i <;> fin_cases j <;> norm_num [Matrix.mul_apply, Fin.sum_univ_succ]
   rw [hU, hD, map_zero] at h1
   have h2 := congrArg (fun M : Matrix (Fin 2) (Fin 2) ℂ => M 0 1) h1
```
